# A constant added to the Coulomb interaction is not screened by the independent-particle polarizability, and with that polarizability, the orbitals and the Hartree potential held fixed it shifts only the occupied COHSEX levels

Q: Before I believe any of this, tell me what the symbols are. What is the system, and what does "adding a constant to the interaction" mean for a matrix?

A: The system is a finite set of sites, `n`, which may be grid points, or orthonormal localised basis functions if only density–density interactions between them are kept. A second finite set, `m`, labels orbitals. The bare interaction $v$ and the polarizability $P$ are complex matrices indexed by sites. Adding a constant $C$ means adding it to every entry of $v$, so $v \to v + CJ$ with $J_{ij} = 1$ for all $i, j$. In Lean, $J$ is `uniform n`.

```lean
import Mathlib

open Matrix

namespace GWConstantShift

noncomputable section

variable {n m : Type*} [Fintype n] [DecidableEq n] [Fintype m] [DecidableEq m]

/-- The all-ones matrix `J`: an interaction with the same value between any two sites. -/
def uniform (n : Type*) : Matrix n n ℂ := Matrix.of fun _ _ => 1
```

The screened interaction is $W = (1 - vP)^{-1}v$, and $A = 1 - vP$ is the dielectric matrix.

```lean
/-- The screened interaction `W = (1 - vP)⁻¹ v`, for `1 - vP` invertible. -/
def screened (v P : Matrix n n ℂ) : Matrix n n ℂ := (1 - v * P)⁻¹ * v
```

Q: And exchange? I have seen it written as a product of $v$ and the density matrix $\rho$.

A: It is the entrywise product, $-v_{ij}\rho_{ij}$. This is where the derivation can go wrong without warning: in Lean, `v * ρ` is the matrix product, and it would compile. The added term would then be $-CJ\rho$, whose entries are $-C$ times the column sums of $\rho$, instead of $-C\rho$. The definition therefore spells out the entries.

```lean
/-- The exchange self-energy `-v_ij ρ_ij` of an interaction `v` and a density matrix `ρ`. -/
def exchange (v ρ : Matrix n n ℂ) : Matrix n n ℂ := Matrix.of fun i j => -(v i j * ρ i j)
```

The self-energy is COHSEX, a static approximation to GW. It uses $P$ at zero frequency and consists of exchange with $W$ in place of $v$, plus the Coulomb hole, which is half the diagonal of $W - v$.

```lean
/-- The static GW (COHSEX) self-energy: exchange with the screened interaction `W`, plus the local
Coulomb hole `(W - v)_ii / 2`, for a zero-frequency `P` with `1 - vP` invertible. -/
def cohsex (v P ρ : Matrix n n ℂ) : Matrix n n ℂ :=
  exchange (screened v P) ρ + Matrix.diagonal fun i => (screened v P - v) i i / 2
```

Q: Where do $\rho$ and $P$ come from?

A: From orbitals $\varphi_a(i)$, written `φ a i`; on a grid, these values include the square root of the volume per point. Spin is left out: in a closed-shell system, $\rho$ below belongs to one spin and $P$ is doubled, which doesn't affect the argument. The density matrix is $\rho_{ij} = \sum_{a\,\in\,\mathrm{occ}} \varphi_a(i)\varphi_a(j)^*$. With orbital energies $\varepsilon_a$, occupations $f_a$ and a complex frequency $z$ away from the transition energies, the independent-particle polarizability is

$$P_{ij} = \sum_{a,b} \frac{f_a - f_b}{z - (\varepsilon_b - \varepsilon_a)}\,\varphi_a(i)^*\varphi_b(i)\,\varphi_b(j)^*\varphi_a(j).$$

```lean
/-- The density matrix `∑ φ_a(i) φ_a(j)*` summed over the occupied orbitals. -/
def density (φ : m → n → ℂ) (occ : Finset m) : Matrix n n ℂ :=
  Matrix.of fun i j => ∑ a ∈ occ, φ a i * star (φ a j)

/-- The independent-particle polarizability at complex frequency `z`, for orbitals `φ` with
energies `ε` and occupations `f`; `z` must differ from every `ε b - ε a` with `f a ≠ f b`. -/
def polarizability (φ : m → n → ℂ) (ε f : m → ℝ) (z : ℂ) : Matrix n n ℂ :=
  Matrix.of fun i j => ∑ a, ∑ b, ((f a : ℂ) - f b) / (z - (ε b - ε a)) *
    (star (φ a i) * φ b i) * (star (φ b j) * φ a j)
```

Q: Now derive the result by hand, without Lean.

A: Start with $P$. The entry $(PJ)_{ik}$ is $\sum_j P_{ij}$, and the sum over $j$ turns the last two orbital factors into the overlap $\langle\varphi_b|\varphi_a\rangle$. For $a \ne b$ the overlap vanishes, and for $a = b$ the factor $f_a - f_b$ vanishes. Hence $PJ = 0$: a uniform potential induces no density. Summing over $i$ instead gives $\langle\varphi_a|\varphi_b\rangle$ and $JP = 0$: the total induced charge is zero.

Next, the dielectric matrix doesn't notice the constant:

$$1 - (v + CJ)P = 1 - vP - C\,JP = A.$$

It also leaves $J$ alone, because $AJ = J - vPJ = J$ and therefore $A^{-1}J = J$. So the new screened interaction is

$$A^{-1}(v + CJ) = W + C A^{-1}J = W + CJ,$$

and subtracting $v + CJ$ gives back $W - v$.

In the self-energy, the Coulomb hole depends only on $W - v$ and stays the same. Screened exchange becomes $-(W_{ij} + C)\rho_{ij}$, so the whole change is $-C\rho$. For orthonormal orbitals,

$$\rho\varphi_a = \sum_{b\,\in\,\mathrm{occ}} \varphi_b\langle\varphi_b|\varphi_a\rangle,$$

which is $\varphi_a$ if $a$ is occupied and $0$ if it is empty. So if $\varphi_a$ is an eigenvector of the self-energy plus the rest of the Hamiltonian (Hartree potential included, and held fixed), with eigenvalue $E$, it remains one after the shift, and its level moves to $E - C$ or stays at $E$.

Q: You used $PJ = JP = 0$ twice. Does the formal version simply assume it?

A: The theorems about the shift of $W$ take what they need of it as hypotheses, so they apply to any $P$ with those properties. For the independent-particle $P$ it is proved, from mutual orthogonality alone; normalisation isn't needed.

```lean
omit [DecidableEq n] in
/-- For mutually orthogonal orbitals, a uniform potential induces no density, and the total
induced charge vanishes: `PJ = 0` and `JP = 0`. -/
theorem polarizability_uniform (φ : m → n → ℂ) (ε f : m → ℝ) (z : ℂ)
    (hφ : ∀ a b, a ≠ b → star (φ a) ⬝ᵥ φ b = 0) :
    polarizability φ ε f z * uniform n = 0 ∧ uniform n * polarizability φ ε f z = 0 := by
  constructor
  · ext i k
    -- summing over the second site produces an orbital overlap
    have key : (polarizability φ ε f z * uniform n) i k =
        ∑ a, ∑ b, ((f a : ℂ) - f b) / (z - (ε b - ε a)) *
          (star (φ a i) * φ b i) * (star (φ b) ⬝ᵥ φ a) := by
      simp only [polarizability, uniform, Matrix.mul_apply, Matrix.of_apply, mul_one,
        dotProduct, Pi.star_apply, Finset.mul_sum]
      refine Finset.sum_comm.trans ?_
      exact Finset.sum_congr rfl fun a _ => Finset.sum_comm
    rw [key, Matrix.zero_apply]
    refine Finset.sum_eq_zero fun a _ => Finset.sum_eq_zero fun b _ => ?_
    by_cases h : a = b
    · subst h
      simp
    · rw [hφ b a (Ne.symm h), mul_zero]
  · ext k j
    -- the same for the first site
    have key : (uniform n * polarizability φ ε f z) k j =
        ∑ a, ∑ b, ((f a : ℂ) - f b) / (z - (ε b - ε a)) *
          (star (φ a) ⬝ᵥ φ b) * (star (φ b j) * φ a j) := by
      simp only [polarizability, uniform, Matrix.mul_apply, Matrix.of_apply, one_mul,
        dotProduct, Pi.star_apply, Finset.mul_sum, Finset.sum_mul]
      refine Finset.sum_comm.trans ?_
      exact Finset.sum_congr rfl fun a _ => Finset.sum_comm
    rw [key, Matrix.zero_apply]
    refine Finset.sum_eq_zero fun a _ => Finset.sum_eq_zero fun b _ => ?_
    by_cases h : a = b
    · subst h
      simp
    · rw [hφ a b h, mul_zero, zero_mul]
```

In each half, `key` exchanges the order of the sums with `Finset.sum_comm` until an overlap appears. The split `by_cases h : a = b` then separates the two reasons for vanishing that I gave above.

Q: What about the invertibility of $1 - vP$?

A: That is assumed, as `IsUnit (1 - v * P)`. Physically, no nonzero potential $u$ satisfies $u = vPu$, so the system has no density response that sustains itself without an external field. Under this assumption, $A^{-1}J = J$ holds exactly when $vPJ = 0$.

```lean
/-- For `1 - vP` invertible, the inverse dielectric matrix leaves the uniform interaction
unscreened exactly when `vPJ = 0`. -/
theorem inverse_dielectric_uniform_iff (v P : Matrix n n ℂ) (hA : IsUnit (1 - v * P)) :
    (1 - v * P)⁻¹ * uniform n = uniform n ↔ v * P * uniform n = 0 := by
  have hd := (Matrix.isUnit_iff_isUnit_det _).1 hA
  constructor
  · intro h
    have h3 : (1 - v * P) * uniform n = uniform n := by
      calc (1 - v * P) * uniform n
          = (1 - v * P) * ((1 - v * P)⁻¹ * uniform n) := by rw [h]
        _ = uniform n := by rw [← mul_assoc, Matrix.mul_nonsing_inv _ hd, one_mul]
    rw [sub_mul, one_mul] at h3
    exact sub_eq_self.mp h3
  · intro h
    have h3 : (1 - v * P) * uniform n = uniform n := by
      rw [sub_mul, one_mul, h, sub_zero]
    calc (1 - v * P)⁻¹ * uniform n
        = (1 - v * P)⁻¹ * ((1 - v * P) * uniform n) := by rw [h3]
      _ = uniform n := by rw [← mul_assoc, Matrix.nonsing_inv_mul _ hd, one_mul]
```

Both directions multiply by $A$ or $A^{-1}$. From $A^{-1}J = J$ one gets $AJ = J$, that is $J - vPJ = J$, and `sub_eq_self` reads off $vPJ = 0$. The converse runs the same steps backwards.

Q: So $PJ = 0$ is more than you need for the shift of $W$?

A: Slightly. If $JP = 0$ and $C \neq 0$, then $W$ gains exactly $CJ$ if and only if $vPJ = 0$. For invertible $v$ this is the same as $PJ = 0$; for singular $v$ it can be weaker.

```lean
/-- Let `JP = 0`, `1 - vP` be invertible and `C ≠ 0`. Adding `CJ` to the bare interaction adds
exactly `CJ` to the screened one if and only if `vPJ = 0`. -/
theorem screened_shift_iff (v P : Matrix n n ℂ) (C : ℂ) (hJP : uniform n * P = 0)
    (hA : IsUnit (1 - v * P)) (hC : C ≠ 0) :
    screened (v + C • uniform n) P = screened v P + C • uniform n ↔
      v * P * uniform n = 0 := by
  -- the dielectric matrix does not see the shift
  have e : 1 - (v + C • uniform n) * P = 1 - v * P := by
    rw [add_mul, Matrix.smul_mul, hJP, smul_zero, add_zero]
  rw [← inverse_dielectric_uniform_iff v P hA]
  unfold screened
  rw [e, mul_add, Matrix.mul_smul]
  constructor
  · intro h
    have h1 := add_left_cancel h
    rw [← inv_smul_smul₀ hC ((1 - v * P)⁻¹ * uniform n), h1, inv_smul_smul₀ hC]
  · intro h
    rw [h]
```

The equation `e` is the unchanged dielectric matrix. After that, the common term $W$ is cancelled by `add_left_cancel` and the factor $C$ by `inv_smul_smul₀`, which is where $C \ne 0$ enters. What remains is the previous theorem.

With both conditions on $P$, the result has three parts: the new dielectric matrix is invertible, $W$ becomes $W + CJ$, and $W - v$ is unchanged.

```lean
/-- If `PJ = JP = 0` and `1 - vP` is invertible, then after `v → v + CJ` the dielectric matrix
is still invertible, `W` becomes `W + CJ`, and `W - v` is unchanged. -/
theorem screened_shift (v P : Matrix n n ℂ) (C : ℂ) (hPJ : P * uniform n = 0)
    (hJP : uniform n * P = 0) (hA : IsUnit (1 - v * P)) :
    IsUnit (1 - (v + C • uniform n) * P) ∧
    screened (v + C • uniform n) P = screened v P + C • uniform n ∧
    screened (v + C • uniform n) P - (v + C • uniform n) = screened v P - v := by
  have e : 1 - (v + C • uniform n) * P = 1 - v * P := by
    rw [add_mul, Matrix.smul_mul, hJP, smul_zero, add_zero]
  have hinv := (inverse_dielectric_uniform_iff v P hA).2 (by rw [mul_assoc, hPJ, mul_zero])
  have hW : screened (v + C • uniform n) P = screened v P + C • uniform n := by
    unfold screened
    rw [e, mul_add, Matrix.mul_smul, hinv]
  refine ⟨by rw [e]; exact hA, hW, ?_⟩
  rw [hW]
  abel
```

The first part matters because the new $W$ contains an inverse of its own. The proof obtains $A^{-1}J = J$ as `hinv`, substitutes it to get `hW`, and leaves the subtraction to `abel`.

Q: Then the levels. Is that first-order perturbation theory?

A: No, it is an exact eigenvalue statement, because $\varphi_a$ is an eigenvector of the added term $-C\rho$. Two lemmas prepare it. The first compares exchange entry by entry.

```lean
omit [Fintype n] [DecidableEq n] in
/-- Adding `CJ` to the interaction adds `-Cρ` to the exchange self-energy. -/
theorem exchange_shift (v ρ : Matrix n n ℂ) (C : ℂ) :
    exchange (v + C • uniform n) ρ = exchange v ρ - C • ρ := by
  ext i j
  simp only [exchange, uniform, Matrix.of_apply, Matrix.add_apply, Matrix.sub_apply,
    Matrix.smul_apply, smul_eq_mul]
  ring
```

The second is the action of $\rho$ on an orbital. Its `key` is the sum over overlaps from the hand derivation, and orthonormality leaves at most one term.

```lean
omit [DecidableEq n] [Fintype m] in
/-- For orthonormal orbitals, the density matrix keeps each occupied orbital and annihilates
each empty one. -/
theorem density_mulVec (φ : m → n → ℂ) (occ : Finset m)
    (hφ : ∀ a b, star (φ a) ⬝ᵥ φ b = if a = b then 1 else 0) (a : m) :
    density φ occ *ᵥ φ a = if a ∈ occ then φ a else 0 := by
  ext i
  have key : (density φ occ *ᵥ φ a) i = ∑ b ∈ occ, φ b i * (star (φ b) ⬝ᵥ φ a) := by
    simp only [density, Matrix.mulVec, dotProduct, Matrix.of_apply, Finset.sum_mul,
      Finset.mul_sum, Pi.star_apply, mul_assoc]
    exact Finset.sum_comm
  rw [key]
  simp only [hφ]
  by_cases h : a ∈ occ <;> simp [h]
```

The final theorem takes a matrix $h$, which stands for the rest of the Hamiltonian, and assumes that $\varphi_a$ has eigenvalue $E$ under $h$ plus the COHSEX self-energy. After the shift, the same orbital has eigenvalue `E - if a ∈ occ then C else 0`.

```lean
omit [Fintype m] in
/-- Let `PJ = JP = 0`, `1 - vP` be invertible and the orbitals be orthonormal. If orbital `a` has
energy `E` under `h` plus the COHSEX self-energy, then `v → v + CJ` at fixed `h`, `P` and orbitals
changes its energy to `E - C` if it is occupied and leaves it at `E` if it is empty. -/
theorem quasiparticle_shift (h v P : Matrix n n ℂ) (C E : ℂ) (φ : m → n → ℂ) (occ : Finset m)
    (hPJ : P * uniform n = 0) (hJP : uniform n * P = 0) (hA : IsUnit (1 - v * P))
    (hφ : ∀ a b, star (φ a) ⬝ᵥ φ b = if a = b then 1 else 0) (a : m)
    (hE : (h + cohsex v P (density φ occ)) *ᵥ φ a = E • φ a) :
    (h + cohsex (v + C • uniform n) P (density φ occ)) *ᵥ φ a =
      (E - if a ∈ occ then C else 0) • φ a := by
  obtain ⟨-, hW, hc⟩ := screened_shift v P C hPJ hJP hA
  -- only the exchange part of the self-energy changes
  have hS : cohsex (v + C • uniform n) P (density φ occ) =
      cohsex v P (density φ occ) - C • density φ occ := by
    unfold cohsex
    rw [hc, hW, exchange_shift]
    abel
  rw [hS, ← add_sub_assoc, Matrix.sub_mulVec, hE, Matrix.smul_mulVec,
    density_mulVec φ occ hφ]
  split_ifs <;> simp [sub_smul]
```

Here `hS` says that the self-energy changes by $-C\rho$. It combines the unchanged $W - v$, the shifted $W$ and the exchange lemma. The remaining lines apply both sides to $\varphi_a$, and `split_ifs` treats the occupied and the empty case.

Q: I object to the fixed $h$. The Hartree potential contains $v$ too.

A: It does, and the theorem leaves that change out. For $N$ electrons the Hartree potential would rise by $CN$ on every site, which moves all levels together. In a neutral system, the same constant in the attraction to the nuclei compensates it. The orbitals and $P$ are held fixed as well, so there is no self-consistent update; rebuilding $P$ from the shifted energies would alter its denominators. The frequency-dependent GW self-energy is not treated. Finally, Lean allows complex $C$ and $E$; for real $E$ and real $C > 0$ the occupied levels are lowered.

Q: Is there at least one interacting case that meets all the matrix hypotheses?

A: Two sites are enough, with on-site repulsion 2, intersite repulsion 1, and a $P$ that moves charge from one site to the other.

```lean
/-- Two sites with on-site repulsion 2, intersite repulsion 1 and a charge-conserving
polarizability satisfy `PJ = JP = 0` with `1 - vP` invertible. -/
theorem screened_shift_witness :
    (!![-1, 1; 1, -1] : Matrix (Fin 2) (Fin 2) ℂ) * uniform (Fin 2) = 0 ∧
    uniform (Fin 2) * (!![-1, 1; 1, -1] : Matrix (Fin 2) (Fin 2) ℂ) = 0 ∧
    IsUnit (1 - (!![2, 1; 1, 2] : Matrix (Fin 2) (Fin 2) ℂ) * !![-1, 1; 1, -1]) := by
  refine ⟨?_, ?_, ?_⟩
  · ext i j
    fin_cases i <;> fin_cases j <;> simp [uniform, Matrix.mul_apply, Fin.sum_univ_succ]
  · ext i j
    fin_cases i <;> fin_cases j <;> simp [uniform, Matrix.mul_apply, Fin.sum_univ_succ]
  · have e : 1 - (!![2, 1; 1, 2] : Matrix (Fin 2) (Fin 2) ℂ) * !![-1, 1; 1, -1] =
        !![2, -1; -1, 2] := by
      ext i j
      fin_cases i <;> fin_cases j <;>
        norm_num [Matrix.mul_apply, Fin.sum_univ_succ, Matrix.one_apply]
    rw [e, Matrix.isUnit_iff_isUnit_det, isUnit_iff_ne_zero, Matrix.det_fin_two_of]
    norm_num

end

end GWConstantShift
```

The dielectric matrix has diagonal entries $2$, off-diagonal entries $-1$ and determinant $3$. Working out $W$ by hand gives $5/3$ on site and $4/3$ between sites. Each row of $W$ sums to $3$, as each row of $v$ does. This holds because the two rows of $v$ have the same sum, so that $vJ = 3J$ and $WJ = A^{-1}vJ = 3J$; if the row sums of $v$ differ, screening can change them.

```lean
#print axioms GWConstantShift.polarizability_uniform
#print axioms GWConstantShift.screened_shift_iff
#print axioms GWConstantShift.quasiparticle_shift
```

```
'GWConstantShift.polarizability_uniform' depends on axioms: [propext, Classical.choice, Quot.sound]
'GWConstantShift.screened_shift_iff' depends on axioms: [propext, Classical.choice, Quot.sound]
'GWConstantShift.quasiparticle_shift' depends on axioms: [propext, Classical.choice, Quot.sound]
```

Q: Where would I meet this constant in a real calculation?

A: Take a molecule in a periodic box of volume $\Omega$, with plane waves and only the $\Gamma$ point. The interaction in real space is $\frac{1}{\Omega}\sum_G v(G)\,e^{iG\cdot(r - r')}$, where $G$ runs over the reciprocal lattice vectors. Changing the single number $v(G{=}0)$ by $\Delta$ therefore adds $C = \Delta/\Omega$ between all pairs of points.

Suppose the Coulomb interaction is cut off at a radius of 10 bohr in a cubic box of side 20 bohr. Then $v(G{=}0) = 2\pi \cdot 10^2 \approx 628$ in atomic units and $\Omega = 8000$, so $C \approx 0.0785$ hartree, or about 2.14 eV. Setting the $G = 0$ term to zero raises every occupied COHSEX level by that amount and leaves the empty ones in place, so the gap between them comes out 2.14 eV smaller, with the orbitals, $P$ and the rest of the Hamiltonian held fixed.

Q: And in a crystal, with its long-wavelength limit?

A: There the situation is different. In an insulator, as the wavevector $q$ goes to zero, $v$ grows as $1/q^2$ while $P$ vanishes as $q^2$, and their product stays finite. Long-wavelength fields are then screened, whereas a finite constant at exactly $q = 0$ is not.
